# At a simple unperturbed level, the Rayleigh–Schrödinger series is unique up to a scalar power series

## The order equations and their conventions

A Hamiltonian $H_0+tV$ is to be diagonalised as a power series in the coupling $t$, starting from a known level of $H_0$. Write the energy as $E(t)=\sum_n t^nE_n$ and the state as $\psi(t)=\sum_n t^n\psi_n$. Collecting powers of $t$ in $(H_0+tV)\psi(t)=E(t)\psi(t)$ gives, for every $n\ge 0$,

$$H_0\psi_n+V\psi_{n-1}=\sum_{k=0}^{n}E_k\,\psi_{n-k},\qquad \psi_{-1}=0 .$$

Multiplying $\psi(t)$ by a scalar series $c(t)=\sum_n t^n c_n$ yields another solution with the same energies. This is the gauge freedom meant here; it has nothing to do with electromagnetic potentials. The question is the converse: are two solutions for the same level always related in this way? They are if the level is simple, in the sense defined below, and both zeroth-order states are nonzero.

The states live in a vector space `M` over a field `K`, which is $\mathbb C$ in quantum mechanics. No inner product or finite dimension is assumed.

In Lean 4 with Mathlib:

```lean
import Mathlib

open Finset

namespace PerturbationGaugeConverse

variable {K M : Type*} [Field K] [AddCommGroup M] [Module K M]
```

The level is simple when $\psi_0$ spans $\ker(H_0-E_0)$ and is not itself of the form $(H_0-E_0)y$. The first condition says that the level is nondegenerate. The second says that no Jordan chain continues above $\psi_0$, and it forces $\psi_0\neq0$. For a Hermitian $H_0$ and $\psi_0\neq0$ it follows from the first: $(H_0-E_0)y=\psi_0$ would give $\langle\psi_0,\psi_0\rangle=\langle(H_0-E_0)\psi_0,y\rangle=0$. Here it is a hypothesis, since Hermiticity is not assumed.

```lean
/-- The vector `x` spans the kernel of `H0 - e` and lies outside its range. -/
def IsSimpleLevel (H0 : M →ₗ[K] M) (e : K) (x : M) : Prop :=
  (∀ y, H0 y = e • y ↔ ∃ a : K, y = a • x) ∧ ∀ y, H0 y - e • y ≠ x
```

A series is a function on the natural numbers, so the convention $\chi_{-1}=0$ needs its own definition.

```lean
/-- The state correction one order lower, with zero below order zero. -/
def prev (χ : ℕ → M) : ℕ → M
  | 0 => 0
  | n + 1 => χ n
```

For any sequence $\chi$ of vectors, solution or not, the defect at order $n$ is the left side of the order equation minus the right side:

$$D_n(\chi)=H_0\chi_n+V\chi_{n-1}-\sum_{k=0}^{n}E_k\chi_{n-k}.$$

In the code, `range (n + 1)` is the set of indices $0,\dots,n$, not the range of an operator.

```lean
/-- The defect of the order-`n` equation for `H0 + t V`:
`H0 χ_n + V χ_(n-1) - ∑ E_k χ_(n-k)`, with `k` running from `0` to `n`. -/
def defect (H0 V : M →ₗ[K] M) (E : ℕ → K) (χ : ℕ → M) (n : ℕ) : M :=
  H0 (χ n) + V (prev χ n) - ∑ k ∈ range (n + 1), E k • χ (n - k)
```

A solution has zero defect at every order. `E` is the whole sequence of energy coefficients, and `E 0` is the unperturbed energy.

```lean
/-- Energies `E` and states `ψ` solve the perturbation equations at all orders. -/
def IsSeries (H0 V : M →ₗ[K] M) (E : ℕ → K) (ψ : ℕ → M) : Prop :=
  ∀ n, defect H0 V E ψ n = 0
```

## Removing the leading term

If $\chi_0=a\psi_0$ for a scalar $a$, then $\chi-a\psi$ starts at order one. Shifting it down by one order gives the peeled sequence $\chi'_n=\chi_{n+1}-a\psi_{n+1}$.

```lean
/-- Subtract `a` times the series `ψ` from `χ` and shift down by one order. -/
def peel (a : K) (ψ χ : ℕ → M) (n : ℕ) : M := χ (n + 1) - a • ψ (n + 1)
```

Put $\xi=\chi-a\psi$, so that $\xi_0=0$ and $\chi'_n=\xi_{n+1}$. In

$$D_{n+1}(\xi)=H_0\xi_{n+1}+V\xi_n-\sum_{k=0}^{n+1}E_k\xi_{n+1-k}$$

the term $k=n+1$ vanishes, and $\xi_n=\chi'_{n-1}$ holds also at $n=0$, where both sides are zero. The right side is therefore $D_n(\chi')$. Since the defect is linear in the sequence,

$$D_n(\chi')=D_{n+1}(\chi)-a\,D_{n+1}(\psi).$$

In the proof, `key` isolates the term containing the zeroth-order state, `hp` treats the argument of $V$, with $n=0$ as a separate case, and `hs` splits the energy sum by linearity. The tactic `module` then collects the vectors.

```lean
variable {H0 V : M →ₗ[K] M} {E F : ℕ → K} {ψ φ χ : ℕ → M}

/-- If `χ_0 = a ψ_0`, the defect of the peeled sequence at order `n` is the defect of `χ` at order
`n + 1` minus `a` times that of `ψ`. -/
theorem defect_peel {a : K} (h : χ 0 = a • ψ 0) (n : ℕ) :
    defect H0 V E (peel a ψ χ) n
      = defect H0 V E χ (n + 1) - a • defect H0 V E ψ (n + 1) := by
  -- split off the term that contains the zeroth-order state
  have key : ∀ ξ : ℕ → M, ∑ k ∈ range (n + 1 + 1), E k • ξ (n + 1 - k)
      = ∑ k ∈ range (n + 1), E k • ξ (n - k + 1) + E (n + 1) • ξ 0 := by
    intro ξ
    rw [sum_range_succ, Nat.sub_self]
    congr 1
    refine sum_congr rfl fun k hk => ?_
    have hk' := mem_range.1 hk
    rw [show n + 1 - k = n - k + 1 by omega]
  have hp : prev (peel a ψ χ) n = χ n - a • ψ n := by
    cases n with
    | zero => simp [prev, h]
    | succ m => rfl
  have hs : ∑ k ∈ range (n + 1), E k • peel a ψ χ (n - k)
      = ∑ k ∈ range (n + 1), E k • χ (n - k + 1)
        - a • ∑ k ∈ range (n + 1), E k • ψ (n - k + 1) := by
    rw [smul_sum, ← sum_sub_distrib]
    refine sum_congr rfl fun k _ => ?_
    simp only [peel]
    module
  unfold defect
  rw [key χ, key ψ, hp, hs, h]
  simp only [peel, prev, map_sub, map_smul]
  module
```

## The first defect cannot lie along the unperturbed state

Let $\psi$ solve all orders at a simple level. Suppose $D_n(\chi)=0$ for $n<N$ and $D_N(\chi)=d\,\psi_0$ for a scalar $d$. Then $d=0$, by induction on $N$.

For $N=0$ the assumption reads $(H_0-E_0)\chi_0=d\psi_0$. If $d\ne0$, then $d^{-1}\chi_0$ is mapped to $\psi_0$, which the range condition forbids.

For $N+1$, the order-zero equation puts $\chi_0$ in the kernel, so $\chi_0=a\psi_0$. Because $D_{n+1}(\psi)=0$, the peeled sequence satisfies $D_n(\chi')=D_{n+1}(\chi)$. It has no defect below order $N$ and defect $d\psi_0$ at order $N$, so the induction hypothesis gives $d=0$.

With a Hermitian $H_0$, the textbook route projects the order equation onto $\psi_0$. Peeling does this work without an inner product. The two halves of `IsSimpleLevel` appear as `hs.2` in the base case and `hs.1` in the induction step.

```lean
/-- Let `ψ` solve all orders, with `ψ_0` spanning the kernel of `H0 - E_0` and outside its
range. If a sequence has no defect below order `N` and defect `d ψ_0` at order `N`,
then `d = 0`. -/
theorem all_order_obstruction (hψ : IsSeries H0 V E ψ) (hs : IsSimpleLevel H0 (E 0) (ψ 0))
    (N : ℕ) : ∀ (χ : ℕ → M) (d : K), (∀ n < N, defect H0 V E χ n = 0) →
      defect H0 V E χ N = d • ψ 0 → d = 0 := by
  induction N with
  | zero =>
    intro χ d _ h
    by_contra hd
    have h' : H0 (χ 0) - E 0 • χ 0 = d • ψ 0 := by simpa [defect, prev] using h
    refine hs.2 (d⁻¹ • χ 0) ?_
    rw [map_smul, smul_comm (E 0) d⁻¹, ← smul_sub, h', inv_smul_smul₀ hd]
  | succ N ih =>
    intro χ d hlow h
    obtain ⟨a, ha⟩ := (hs.1 (χ 0)).1 (sub_eq_zero.1
      (by simpa [defect, prev] using hlow 0 (Nat.succ_pos N)))
    -- peeling lowers the order of the first defect by one
    refine ih (peel a ψ χ) d (fun n hn => ?_) ?_
    · rw [defect_peel ha, hlow (n + 1) (by omega), hψ (n + 1)]
      simp
    · rw [defect_peel ha, h, hψ (N + 1)]
      simp
```

## Exchanging one energy sequence for another

Let $\varphi$ be a second sequence of states and $F$ a second sequence of energies, with $F_k=E_k$ for $k<N$. Writing the energies used as a superscript,

$$D_N^{E}(\varphi)-D_N^{F}(\varphi)=\sum_{k=0}^{N}(F_k-E_k)\varphi_{N-k}=(F_N-E_N)\varphi_0 .$$

The proof splits off the last term of each sum and identifies the rest.

```lean
/-- If two energy sequences agree below order `N`, exchanging them changes the order-`N`
defect by `(F_N - E_N) φ_0`. -/
theorem defect_change {N : ℕ} (h : ∀ k < N, F k = E k) :
    defect H0 V E φ N = defect H0 V F φ N + (F N - E N) • φ 0 := by
  have hs : ∑ k ∈ range N, F k • φ (N - k) = ∑ k ∈ range N, E k • φ (N - k) :=
    sum_congr rfl fun k hk => by rw [h k (mem_range.1 hk)]
  unfold defect
  rw [sum_range_succ, sum_range_succ, hs, Nat.sub_self]
  module
```

## Equal energies and a unique scalar series

Now let $(F,\varphi)$ also solve every order, with $\varphi_0\neq0$ in $\ker(H_0-E_0)$. Then $\varphi_0=a\psi_0$ with $a\ne0$.

**Energies.** Suppose $F_k=E_k$ for all $k<N$. By the exchange formula, $D^E_n(\varphi)=0$ for $n<N$, and $D^E_N(\varphi)=(F_N-E_N)a\,\psi_0$. The preceding result gives $(F_N-E_N)a=0$, hence $F_N=E_N$. Strong induction covers every order, including $N=0$. If $\varphi_0=0$ were allowed, the zero sequence would solve the equations with any energies.

**States.** Set $\varphi^{(0)}=\varphi$. Each $\varphi^{(k)}$ is a solution, so $\varphi^{(k)}_0=c_k\psi_0$ for some scalar $c_k$; peeling with this $c_k$ gives the next solution $\varphi^{(k+1)}$. By definition $\varphi^{(k)}_{m+1}=c_k\psi_{m+1}+\varphi^{(k+1)}_m$, and unrolling this relation from $k=0$ yields

$$\varphi_n=\sum_{k=0}^{n}c_k\,\psi_{n-k}.$$

**Uniqueness.** If $c$ and $c'$ both work and agree below $n$, subtracting the two expansions of $\varphi_n$ leaves $(c_n-c'_n)\psi_0=0$. Since $\psi_0\neq0$, they agree at $n$.

The theorem states exactly this: `F = E`, and `∃!` one sequence `c` that serves all orders at once. The hypothesis `hφ0` places $\varphi_0$ in the kernel belonging to `E 0`; that `F 0` has the same value is part of the conclusion. In the proof, `hFE` is the energy argument, `hexp` the expansion, and the final induction the uniqueness.

```lean
/-- Converse of gauge freedom. Let `ψ_0` span the kernel of `H0 - E_0` and lie outside its
range. Two all-order solutions starting from `ψ_0` and from a nonzero `φ_0` in that kernel have
equal energies, and `φ_n = ∑ c_k ψ_(n-k)` for a unique scalar sequence `c`. -/
theorem converse_gauge_freedom (hψ : IsSeries H0 V E ψ) (hφ : IsSeries H0 V F φ)
    (hs : IsSimpleLevel H0 (E 0) (ψ 0)) (hφ0 : H0 (φ 0) = E 0 • φ 0) (hne : φ 0 ≠ 0) :
    F = E ∧ ∃! c : ℕ → K, ∀ n, φ n = ∑ k ∈ range (n + 1), c k • ψ (n - k) := by
  have hψ0 : ψ 0 ≠ 0 := fun h => hs.2 0 (by simp [h])
  -- the energies agree order by order
  have hFE : F = E := by
    obtain ⟨a, ha⟩ := (hs.1 (φ 0)).1 hφ0
    have ha0 : a ≠ 0 := fun h => hne (by rw [ha, h, zero_smul])
    funext N
    induction N using Nat.strong_induction_on with
    | _ N ih =>
      have hd := all_order_obstruction hψ hs N φ ((F N - E N) * a)
        (fun n hn => by
          rw [defect_change (fun k hk => ih k (hk.trans hn)), hφ n, ih n hn]
          simp)
        (by rw [defect_change ih, hφ N, ha, zero_add, smul_smul])
      exact sub_eq_zero.1 ((mul_eq_zero.1 hd).resolve_right ha0)
  subst hFE
  refine ⟨rfl, ?_⟩
  -- `f` reads off the coefficient of a kernel vector along `ψ 0`
  have hk : ∀ x, H0 x = F 0 • x → ∃ a : K, x = a • ψ 0 := fun x => (hs.1 x).1
  choose! f hf using hk
  have hz : ∀ χ, IsSeries H0 V F χ → χ 0 = f (χ 0) • ψ 0 := fun χ h =>
    hf _ (sub_eq_zero.1 (by simpa [defect, prev] using h 0))
  let P : (ℕ → M) → ℕ → M := fun χ => peel (f (χ 0)) ψ χ
  have hexp : ∀ (n : ℕ) (χ : ℕ → M), IsSeries H0 V F χ →
      χ n = ∑ k ∈ range (n + 1), f ((P^[k] χ) 0) • ψ (n - k) := by
    intro n
    induction n with
    | zero =>
      intro χ hχ
      simpa using hz χ hχ
    | succ n ih =>
      intro χ hχ
      have h1 := ih (P χ) fun m => by
        change defect H0 V F (peel (f (χ 0)) ψ χ) m = 0
        rw [defect_peel (hz χ hχ), hχ (m + 1), hψ (m + 1)]
        simp
      rw [sum_range_succ']
      simp only [Function.iterate_succ_apply, Nat.add_sub_add_right]
      rw [← h1]
      simp [P, peel]
  refine ⟨fun k => f ((P^[k] φ) 0), fun n => hexp n φ hφ, fun c hc => ?_⟩
  -- uniqueness: compare the last term at each order
  funext n
  induction n using Nat.strong_induction_on with
  | _ n ih =>
    have h := (hc n).symm.trans (hexp n φ hφ)
    have hlow : ∑ k ∈ range n, c k • ψ (n - k)
        = ∑ k ∈ range n, f ((P^[k] φ) 0) • ψ (n - k) :=
      sum_congr rfl fun k hk => by rw [ih k (mem_range.1 hk)]
    rw [sum_range_succ, sum_range_succ, hlow, Nat.sub_self] at h
    exact smul_left_injective K hψ0 (add_left_cancel h)
```

For a nondegenerate level of a Hermitian $H_0$ and a perturbation linear in $t$, intermediate normalisation and unit normalisation therefore give the same energy coefficients at every order. Møller–Plesset theory in a finite basis, with a nondegenerate reference, is an instance.

The result concerns coefficients only. The step from them to an eigenstate of $H_0+tV$ at an actual value of $t$ needs convergence or an asymptotic estimate. Both operators also map `M` into itself, so for unbounded operators `M` has to be a common domain that they preserve.

## Iterating a map on whole series

The coefficients $c_k$ seem to call for a recursive definition that carries a proof of solvability at each stage. The code avoids this with Mathlib's function iteration. First `choose!` produces a function `f` on all of `M` that returns the coefficient of a kernel vector along $\psi_0$. Peeling then becomes an ordinary map `P` from sequences to sequences, and $c_k$ is the closed expression `f ((P^[k] φ) 0)`.

The lemma `Function.iterate_succ_apply` rewrites `P^[k+1] χ` as `P^[k] (P χ)`. Once `sum_range_succ'` has removed the term $k=0$, the remaining sum is the expansion of `P χ` one order lower. The induction hypothesis supplies it because `hexp` is stated for every solution `χ`, not only for `φ`.

## Series known only through a finite order

The same argument gives a version for truncated series. Suppose the two series satisfy the order equations only for $n\le N$, with the same assumptions on $\psi_0$ and $\varphi_0$. Then $F_n=E_n$ and $\varphi_n=\sum_{k=0}^n c_k\psi_{n-k}$ for $n\le N$, with unique $c_0,\dots,c_N$. Each peeling uses up one order, so a statement at order $n$ needs no equation beyond order $n$. This variant is argued in prose and has no theorem in the code.

## Two series for one two-level problem

Take $H_0(x,y)=(0,y)$ and $V(x,y)=(x,x+y)$ on $\mathbb R^2$. The vector $\psi(t)=(1,-t)$ satisfies

$$(H_0+tV)\psi(t)=(t,-t^2)=t\,\psi(t),$$

so the only nonzero energy coefficient is $E_1=1$. A second solution is $(1+t)\psi(t)=(1+t,\,-t-t^2)$, with $c=(1,1,0,0,\dots)$. The theorem confirms that the level is simple and that both sequences solve every order. This $V$ is not symmetric, which the general result permits.

```lean
/-- For `H0 (x, y) = (0, y)` and `V (x, y) = (x, x + y)`, two different series with energies
`0, 1, 0, 0, ...` start from `(1, 0)`, which spans the kernel of `H0` and lies outside its
range. -/
theorem converse_gauge_freedom_witness :
    let H0 : ℝ × ℝ →ₗ[ℝ] ℝ × ℝ := LinearMap.inr ℝ ℝ ℝ ∘ₗ LinearMap.snd ℝ ℝ ℝ
    let V : ℝ × ℝ →ₗ[ℝ] ℝ × ℝ :=
      LinearMap.id + LinearMap.inr ℝ ℝ ℝ ∘ₗ LinearMap.fst ℝ ℝ ℝ
    IsSimpleLevel H0 0 (1, 0) ∧
    IsSeries H0 V (fun n => if n = 1 then 1 else 0)
      (fun n => (if n = 0 then 1 else 0, if n = 1 then -1 else 0)) ∧
    IsSeries H0 V (fun n => if n = 1 then 1 else 0)
      (fun n => (if n = 0 ∨ n = 1 then 1 else 0, if n = 1 ∨ n = 2 then -1 else 0)) := by
  intro H0 V
  refine ⟨⟨?_, ?_⟩, ?_, ?_⟩
  · rintro ⟨x, y⟩
    constructor
    · intro h
      have hy : y = 0 := by simpa [H0] using congrArg Prod.snd h
      exact ⟨x, by simp [hy]⟩
    · rintro ⟨a, h⟩
      have hy : y = 0 := by simpa using congrArg Prod.snd h
      simp [H0, hy]
  · intro y h
    simpa [H0] using congrArg Prod.fst h
  all_goals
    intro n
    simp only [defect, ite_smul, one_smul, zero_smul, sum_ite_eq', mem_range]
    rcases n with _ | _ | _ | _ | n <;> ext <;> simp [prev, H0, V]
```

## Two energies from one state of a defective operator

A one-dimensional kernel is not enough by itself to fix the energies. Let $H_0(x,y)=(y,0)$ and $V(x,y)=(0,y)$. The kernel of $H_0$ is spanned by $(1,0)$, but $(1,0)=H_0(0,1)$ lies in the range. Now

$$(H_0+tV)(1,0)=0,\qquad (H_0+tV)(1,t)=(t,t^2)=t\,(1,t).$$

Both series start from $(1,0)$, yet their first-order energies are $0$ and $1$. Physically, $H_0$ is a non-Hermitian operator at which two eigenvectors have merged, and the perturbation separates them again.

```lean
/-- The range condition cannot be dropped: for `H0 (x, y) = (y, 0)` and `V (x, y) = (0, y)` the
state `(1, 0)` spans the kernel of `H0`, yet two all-order solutions start from it with
first-order energies `0` and `1`. -/
theorem range_condition_needed :
    let H0 : ℝ × ℝ →ₗ[ℝ] ℝ × ℝ := LinearMap.inl ℝ ℝ ℝ ∘ₗ LinearMap.snd ℝ ℝ ℝ
    let V : ℝ × ℝ →ₗ[ℝ] ℝ × ℝ := LinearMap.inr ℝ ℝ ℝ ∘ₗ LinearMap.snd ℝ ℝ ℝ
    (∀ y, H0 y = 0 ↔ ∃ a : ℝ, y = a • ((1, 0) : ℝ × ℝ)) ∧
    IsSeries H0 V (fun _ => 0) (fun n => (if n = 0 then 1 else 0, 0)) ∧
    IsSeries H0 V (fun n => if n = 1 then 1 else 0)
      (fun n => (if n = 0 then 1 else 0, if n = 1 then 1 else 0)) := by
  intro H0 V
  refine ⟨?_, ?_, ?_⟩
  · rintro ⟨x, y⟩
    constructor
    · intro h
      have hy : y = 0 := congrArg Prod.fst h
      exact ⟨x, by simp [hy]⟩
    · rintro ⟨a, h⟩
      have hy : y = 0 := by simpa using congrArg Prod.snd h
      simp [H0, hy]
  · intro n
    rcases n with _ | n <;> simp [defect, prev, H0, V]
  · intro n
    simp only [defect, ite_smul, one_smul, zero_smul, sum_ite_eq', mem_range]
    rcases n with _ | _ | _ | n <;> ext <;> simp [prev, H0, V]

end PerturbationGaugeConverse
```

```lean
#print axioms PerturbationGaugeConverse.converse_gauge_freedom
-- 'PerturbationGaugeConverse.converse_gauge_freedom' depends on axioms: [propext, Classical.choice, Quot.sound]
#print axioms PerturbationGaugeConverse.range_condition_needed
-- 'PerturbationGaugeConverse.range_condition_needed' depends on axioms: [propext, Classical.choice, Quot.sound]
```
